# Common Pulay coefficients for density and occupancies conserve the charge of equal-charge PAW iterates

The total valence charge, counted in electrons, is modelled as a linear function of two independent variables, the density $n$ and the occupancy matrix $\rho$. In the projector augmented-wave (PAW) method, let $n$ be the smooth valence density without the compensation charge. The density then contributes its integral, and the occupancies contribute the augmentation charge, which is linear in them.

The densities live in a real vector space `V` and the occupancies in `W`. The residuals live in a real inner product space `E`, whose inner product fixes the metric. A finite type `ι` labels the stored iterates.

In Lean 4 with Mathlib:

```lean
import Mathlib

open Matrix

namespace PAWCompositeMixing

noncomputable section

variable {ι V W M E : Type*} [Fintype ι]
  [AddCommGroup V] [Module ℝ V] [AddCommGroup W] [Module ℝ W]
  [AddCommGroup M] [Module ℝ M]
  [NormedAddCommGroup E] [InnerProductSpace ℝ E]
```

## Charge of a mixed history

For linear functionals $a$ and $b$, a composite iterate $x=(n,\rho)$ has charge $N(x)=a(n)+b(\rho)$.

```lean
/-- Total charge of a composite iterate: a linear contribution of the density plus a linear
contribution of the occupancy matrix. -/
def charge (a : V →ₗ[ℝ] ℝ) (b : W →ₗ[ℝ] ℝ) (x : V × W) : ℝ := a x.1 + b x.2
```

Coefficients $c_k$ turn a history $x_k$ into $\sum_k c_k x_k$. The same definition serves densities, occupancies, pairs and residuals.

```lean
/-- Linear combination of the stored history `x` with coefficients `c`. -/
def mix (c : ι → ℝ) (x : ι → M) : M := ∑ k, c k • x k
```

The residuals $R_k$ enter through their Gram matrix $G_{ij}=\langle R_i,R_j\rangle$. They are arbitrary vectors: no self-consistency map ties them to the iterates.

```lean
/-- Gram matrix of the residuals. -/
def residualGram (R : ι → E) : Matrix ι ι ℝ := Matrix.of fun i j => inner ℝ (R i) (R j)
```

Write $R(c)=\sum_k c_kR_k$. Expanding both sums gives
$$\langle R(d),R(c)\rangle=\sum_{i,j}d_i\,G_{ij}\,c_j=d^TGc.$$

```lean
/-- The inner product of two mixed residuals is the bilinear form of the Gram matrix. -/
theorem inner_mix (c d : ι → ℝ) (R : ι → E) :
    inner ℝ (mix d R) (mix c R) = d ⬝ᵥ (residualGram R *ᵥ c) := by
  simp only [mix, dotProduct]
  rw [sum_inner]
  refine Finset.sum_congr rfl fun i _ => ?_
  rw [real_inner_smul_left, inner_sum]
  congr 1
  simp only [mulVec, dotProduct, residualGram, Matrix.of_apply]
  refine Finset.sum_congr rfl fun j _ => ?_
  rw [real_inner_smul_right]
  ring
```

Now mix $n$ with $c$ and $\rho$ with $d$. If every iterate has charge $N_0$, then $a(n_k)=N_0-b(\rho_k)$, and
$$\sum_k c_k a(n_k)+\sum_k d_k b(\rho_k)=N_0\sum_k c_k+\sum_k(d_k-c_k)\,b(\rho_k).$$
The proof compares the sums term by term; `linear_combination` inserts $c_k$ times the charge condition.

```lean
/-- Charge obtained when density and occupancies are mixed with separate coefficients `c` and `d`,
for a history in which every iterate has charge `N₀`. -/
theorem charge_separate (a : V →ₗ[ℝ] ℝ) (b : W →ₗ[ℝ] ℝ) (c d : ι → ℝ)
    (n : ι → V) (ρ : ι → W) (N₀ : ℝ) (hx : ∀ k, charge a b (n k, ρ k) = N₀) :
    charge a b (mix c n, mix d ρ) = (∑ k, c k) * N₀ + ∑ k, (d k - c k) * b (ρ k) := by
  simp only [charge, mix, map_sum, map_smul, smul_eq_mul, Finset.sum_mul]
  rw [← Finset.sum_add_distrib, ← Finset.sum_add_distrib]
  refine Finset.sum_congr rfl fun k _ => ?_
  have h := hx k
  simp only [charge] at h
  linear_combination c k * h
```

## The constrained minimum

Let $\mathbf 1$ be the vector of ones. The normalization is $s=\mathbf 1^TG^{-1}\mathbf 1$.

```lean
variable [DecidableEq ι]

/-- The normalization `1ᵀ G⁻¹ 1`. -/
def pulayWeight (G : Matrix ι ι ℝ) : ℝ := ∑ i, (G⁻¹ *ᵥ (1 : ι → ℝ)) i
```

The Pulay coefficients are $c=G^{-1}\mathbf 1/s$.

```lean
/-- The Pulay coefficients `G⁻¹ 1 / (1ᵀ G⁻¹ 1)`. -/
def pulayCoeff (G : Matrix ι ι ℝ) : ι → ℝ :=
  fun k => (G⁻¹ *ᵥ (1 : ι → ℝ)) k / pulayWeight G
```

For the rest of this section, assume that $G$ is positive definite, which means that the residuals are linearly independent. Its determinant is then positive, so $u=G^{-1}\mathbf 1$ solves $Gu=\mathbf 1$.

```lean
/-- For a positive definite `G`, the vector `G⁻¹ 1` solves the linear system `G u = 1`. -/
theorem mulVec_inv_one {G : Matrix ι ι ℝ} (hG : G.PosDef) :
    G *ᵥ (G⁻¹ *ᵥ (1 : ι → ℝ)) = 1 := by
  rw [Matrix.mulVec_mulVec, Matrix.mul_nonsing_inv _ hG.det_pos.ne'.isUnit, Matrix.one_mulVec]
```

With at least one iterate, $\mathbf 1\neq0$ and hence $u\neq0$. Therefore $s=u^T\mathbf 1=u^TGu>0$.

```lean
/-- The normalization `1ᵀ G⁻¹ 1` is positive for a positive definite `G` with a nonempty index type.
-/
theorem pulayWeight_pos [Nonempty ι] {G : Matrix ι ι ℝ} (hG : G.PosDef) :
    0 < pulayWeight G := by
  have hGu := mulVec_inv_one hG
  have hu : G⁻¹ *ᵥ (1 : ι → ℝ) ≠ 0 := by
    intro h
    rw [h, Matrix.mulVec_zero] at hGu
    obtain ⟨k⟩ := ‹Nonempty ι›
    have := congrFun hGu k
    simp at this
  have h := hG.dotProduct_mulVec_pos hu
  rw [star_trivial, hGu] at h
  simpa only [dotProduct, Pi.one_apply, mul_one, pulayWeight] using h
```

Since $Gc=\mathbf 1/s$, every coefficient vector $d$ satisfies
$$\langle R(d),R(c)\rangle=d^TGc=\frac{1}{s}\sum_k d_k.$$

```lean
/-- The overlap of any mixed residual with the Pulay residual depends only on the sum of the
mixing coefficients. -/
theorem inner_pulay (R : ι → E) (hG : (residualGram R).PosDef) (d : ι → ℝ) :
    inner ℝ (mix d R) (mix (pulayCoeff (residualGram R)) R)
      = (∑ k, d k) / pulayWeight (residualGram R) := by
  have hc : pulayCoeff (residualGram R) = (pulayWeight (residualGram R))⁻¹ •
      ((residualGram R)⁻¹ *ᵥ (1 : ι → ℝ)) := by
    funext k
    exact div_eq_inv_mul _ _
  rw [inner_mix, hc, Matrix.mulVec_smul, mulVec_inv_one hG]
  simp only [dotProduct, Pi.smul_apply, Pi.one_apply, smul_eq_mul, mul_one]
  rw [← Finset.sum_mul, div_eq_mul_inv]
```

The entries of $u$ sum to $s$ and $c=u/s$, so $\sum_k c_k=1$. Let $d\neq c$ also sum to one. The entries of $d-c$ sum to zero, so $R(d-c)$ is orthogonal to $R(c)$, and
$$\|R(d)\|^2=\|R(c)\|^2+(d-c)^TG(d-c)>\|R(c)\|^2.$$
In the code, `horth` supplies the orthogonality, `hpos` the strict positivity and `hpyth` the Pythagorean identity. For the charge, setting $d=c$ in the separate-mixing formula leaves $N_0\sum_k c_k=N_0$.

The theorem states normalization, strict minimality and charge conservation together. It bears on Pulay mixing in self-consistent PAW calculations, for the linear combination of a finite history only: it does not treat an added residual step, or convergence.

```lean
/-- For a nonempty history of composite iterates of charge `N₀` whose residuals have a positive
definite Gram matrix, the Pulay coefficients sum to one, every other normalized choice gives a
strictly larger residual norm, and the mixed iterate keeps the charge `N₀`. -/
theorem pulay_optimal_and_conserving [Nonempty ι] (a : V →ₗ[ℝ] ℝ) (b : W →ₗ[ℝ] ℝ)
    (x : ι → V × W) (N₀ : ℝ) (hx : ∀ k, charge a b (x k) = N₀)
    (R : ι → E) (hG : (residualGram R).PosDef) :
    ∑ k, pulayCoeff (residualGram R) k = 1 ∧
    (∀ d : ι → ℝ, ∑ k, d k = 1 → d ≠ pulayCoeff (residualGram R) →
      ‖mix (pulayCoeff (residualGram R)) R‖ < ‖mix d R‖) ∧
    charge a b (mix (pulayCoeff (residualGram R)) x) = N₀ := by
  have hsum : ∑ k, pulayCoeff (residualGram R) k = 1 := by
    simp only [pulayCoeff]
    rw [← Finset.sum_div]
    exact div_self (pulayWeight_pos hG).ne'
  have horth := inner_pulay R hG
  generalize pulayCoeff (residualGram R) = c at hsum horth ⊢
  refine ⟨hsum, fun d hd hne => ?_, ?_⟩
  · -- the change of residual is orthogonal to the optimal residual
    have h0 : inner ℝ (mix (d - c) R) (mix c R) = 0 := by
      rw [horth]
      simp [Finset.sum_sub_distrib, hd, hsum]
    have hsplit : mix d R = mix (d - c) R + mix c R := by
      simp [mix, sub_smul, Finset.sum_sub_distrib]
    -- positive definiteness makes the change nonzero
    have hpos : 0 < ‖mix (d - c) R‖ ^ 2 := by
      have h := hG.dotProduct_mulVec_pos (sub_ne_zero.mpr hne)
      rw [star_trivial] at h
      rw [← real_inner_self_eq_norm_sq, inner_mix]
      exact h
    have hpyth := norm_add_sq_real (mix (d - c) R) (mix c R)
    rw [← hsplit, h0] at hpyth
    exact lt_of_pow_lt_pow_left₀ 2 (norm_nonneg _) (by linarith)
  · -- common coefficients act on both components
    have hp : mix c x = (mix c fun k => (x k).1, mix c fun k => (x k).2) :=
      Prod.ext (by simp [mix, Prod.fst_sum]) (by simp [mix, Prod.snd_sum])
    rw [hp, charge_separate a b c c _ _ N₀ hx]
    simp [hsum]
```

With a single iterate, $G=(\|R_1\|^2)$ with $R_1\neq0$, so $c_1=1$ and mixing returns the stored iterate.

## Which coefficient pairs always conserve charge

Suppose $a$ and $b$ are both nonzero, so density and occupancies can each carry charge. This excludes the convention in which the mixed density already contains the compensation charge: there $b=0$, and the charge is conserved whenever $\sum_k c_k=1$, whatever $d$ is. Rescaling a vector on which a functional is nonzero gives $v$ and $w$ with $a(v)=b(w)=1$.

```lean
omit [Fintype ι] [DecidableEq ι] in
/-- A nonzero linear charge functional takes the value one. -/
theorem exists_unit_charge (f : V →ₗ[ℝ] ℝ) (hf : f ≠ 0) : ∃ v, f v = 1 := by
  obtain ⟨v, hv⟩ : ∃ v, f v ≠ 0 := by
    by_contra h
    exact hf (LinearMap.ext fun v => by
      by_contra hv
      exact h ⟨v, hv⟩)
  exact ⟨(f v)⁻¹ • v, by rw [map_smul, smul_eq_mul, inv_mul_cancel₀ hv]⟩
```

If separate coefficients $c$ and $d$ conserve charge for every equal-charge history, test histories of two kinds force $d=c$ and $\sum_k c_k=1$:

- Let iterate $k$ be $(-v,w)$ and all others zero. Every charge is $0$ and the mixed charge is $d_k-c_k$, so $d_k=c_k$.
- Let every iterate be $(v,0)$. Every charge is $1$ and the mixed charge is $\sum_k c_k$, so this sum is $1$.

Conversely, common normalized coefficients conserve charge by the same formula. The histories range over all vectors of the model, not only physical ones: the first kind of test history contains a density with integral $-1$. For a particular history, unequal coefficients may still conserve the charge.

```lean
/-- Separate coefficients for density and occupancies conserve the charge of every history of
equal-charge iterates exactly when they coincide and sum to one. -/
theorem conserves_iff_common (a : V →ₗ[ℝ] ℝ) (b : W →ₗ[ℝ] ℝ) (ha : a ≠ 0) (hb : b ≠ 0)
    (c d : ι → ℝ) :
    (∀ (N₀ : ℝ) (n : ι → V) (ρ : ι → W), (∀ k, charge a b (n k, ρ k) = N₀) →
      charge a b (mix c n, mix d ρ) = N₀) ↔ d = c ∧ ∑ k, c k = 1 := by
  constructor
  · intro h
    obtain ⟨v, hv⟩ := exists_unit_charge a ha
    obtain ⟨w, hw⟩ := exists_unit_charge b hb
    constructor
    · funext k
      -- shift one unit of charge from density to occupancies in iterate k
      have hx : ∀ j, charge a b ((-(if j = k then (1 : ℝ) else 0)) • v,
          (if j = k then (1 : ℝ) else 0) • w) = 0 := by
        intro j
        simp only [charge, map_smul, smul_eq_mul, hv, hw]
        ring
      have h1 := h 0 _ _ hx
      rw [charge_separate a b c d _ _ 0 hx] at h1
      simp only [map_smul, smul_eq_mul, hw, mul_one, mul_ite, mul_zero, Finset.sum_ite_eq',
        Finset.mem_univ, if_true, zero_add] at h1
      linarith
    · have hx : ∀ _ : ι, charge a b (v, (0 : W)) = 1 := fun _ => by simp [charge, hv]
      have h1 := h 1 (fun _ => v) (fun _ => 0) hx
      rw [charge_separate a b c d _ _ 1 hx] at h1
      simpa using h1
  · rintro ⟨rfl, hc⟩ N₀ n ρ hx
    rw [charge_separate a b _ _ n ρ N₀ hx]
    simp [hc]
```

## Two iterates of charge 3 whose separate mixing gives 33/10

For a real parameter $t$, take the plane residuals $(1,0)$ and $(0,t)$.

```lean
/-- Two orthogonal residuals in the plane, of lengths `1` and `|t|`. -/
def sampleResidual (t : ℝ) : Fin 2 → EuclideanSpace ℝ (Fin 2) := ![!₂[1, 0], !₂[0, t]]
```

They are orthogonal, so $G=\mathrm{diag}(1,t^2)$.

```lean
/-- The Gram matrix of the sample residuals is diagonal with entries `1` and `t²`. -/
theorem sample_gram (t : ℝ) : residualGram (sampleResidual t) = !![1, 0; 0, t ^ 2] := by
  ext i j
  fin_cases i <;> fin_cases j <;>
    simp [residualGram, sampleResidual, PiLp.inner_apply, Fin.sum_univ_two, pow_two]
```

For $t\neq0$ and $x\neq0$, $x^TGx=x_0^2+(t x_1)^2>0$, so the matrix is positive definite.

```lean
/-- For `t ≠ 0` the sample residuals have a positive definite Gram matrix. -/
theorem sample_posDef_witness (t : ℝ) (ht : t ≠ 0) :
    (residualGram (sampleResidual t)).PosDef := by
  rw [sample_gram, Matrix.posDef_iff_dotProduct_mulVec]
  refine ⟨?_, fun x hx => ?_⟩
  · unfold Matrix.IsHermitian
    ext i j
    fin_cases i <;> fin_cases j <;> simp
  · have e : star x ⬝ᵥ (!![1, 0; 0, t ^ 2] *ᵥ x) = (x 0) ^ 2 + (t * x 1) ^ 2 := by
      simp [dotProduct, mulVec, Fin.sum_univ_two]
      ring
    rw [e]
    by_cases h0 : x 0 = 0
    · have h1 : x 1 ≠ 0 := fun h1 => hx (by ext i; fin_cases i <;> simp [h0, h1])
      positivity
    · positivity
```

Let density and occupancy be single real numbers with $a$ and $b$ the identity, and take the iterates $(1,2)$ and $(2,1)$, both of charge $3$. This is an algebraic example, not a self-consistent calculation: the plane residuals are chosen freely, whereas actual residuals of a one-number variable would be single numbers, and two of those are never linearly independent. Residuals with $t=1$ give the density coefficients $(\tfrac12,\tfrac12)$; residuals with $t=2$ give the occupancy coefficients $(\tfrac45,\tfrac15)$. The mixed charge is
$$\tfrac32+\tfrac95=\tfrac{33}{10}.$$
The proof verifies both inverse matrices and evaluates the sums.

```lean
/-- Two iterates of charge `3` whose density and occupancy are mixed with separately optimized
Pulay coefficients give the charge `33/10`. -/
theorem separate_pulay_breaks_charge :
    (∀ k, charge LinearMap.id LinearMap.id
      ((![1, 2] : Fin 2 → ℝ) k, (![2, 1] : Fin 2 → ℝ) k) = 3) ∧
    charge LinearMap.id LinearMap.id
      (mix (pulayCoeff (residualGram (sampleResidual 1))) (![1, 2] : Fin 2 → ℝ),
       mix (pulayCoeff (residualGram (sampleResidual 2))) (![2, 1] : Fin 2 → ℝ)) = 33 / 10 := by
  have h1 : (residualGram (sampleResidual 1))⁻¹ = !![1, 0; 0, 1] := by
    rw [sample_gram]
    apply Matrix.inv_eq_right_inv
    ext i j
    fin_cases i <;> fin_cases j <;> norm_num [Matrix.mul_apply, Fin.sum_univ_two]
  have h2 : (residualGram (sampleResidual 2))⁻¹ = !![1, 0; 0, 1 / 4] := by
    rw [sample_gram]
    apply Matrix.inv_eq_right_inv
    ext i j
    fin_cases i <;> fin_cases j <;> norm_num [Matrix.mul_apply, Fin.sum_univ_two]
  constructor
  · intro k
    fin_cases k <;> norm_num [charge]
  · norm_num [charge, mix, pulayCoeff, pulayWeight, h1, h2, mulVec, dotProduct,
      Fin.sum_univ_two]

end

end PAWCompositeMixing
```

```lean
#print axioms PAWCompositeMixing.pulay_optimal_and_conserving
-- 'PAWCompositeMixing.pulay_optimal_and_conserving' depends on axioms: [propext, Classical.choice, Quot.sound]
#print axioms PAWCompositeMixing.conserves_iff_common
-- 'PAWCompositeMixing.conserves_iff_common' depends on axioms: [propext, Classical.choice, Quot.sound]
#print axioms PAWCompositeMixing.separate_pulay_breaks_charge
-- 'PAWCompositeMixing.separate_pulay_breaks_charge' depends on axioms: [propext, Classical.choice, Quot.sound]
```
